# When Haar compression with the mean retained keeps a four-cell density nonnegative

A density on four cells is expanded in the orthonormal Haar basis, which has a constant vector, one coarse wavelet and two finest wavelets, and is compressed by keeping only the coefficients in a set `S`. The theorem `nonneg_preserved_iff` assumes that `S` contains the constant vector. It says that every nonnegative density, whatever its total charge, then stays nonnegative exactly when keeping either finest wavelet entails keeping the coarse one. For the forward direction the proof supposes that a finest wavelet is kept without the coarse one, and places a unit charge in one cell so that its neighbour should become negative. For the converse it checks the explicit formula `keep_apply` cell by cell.

In Lean, a first try:

```lean
import Mathlib

open Finset

namespace NonnegPreservedIff

noncomputable section

/-- The normalisation factor `1/√2` of the finest Haar wavelets on four cells. -/
def fineNorm : ℝ := 1 / √2

/-- The Haar basis on four cells: the constant vector, the coarse wavelet,
and the two finest wavelets. -/
def haar : Fin 4 → Fin 4 → ℝ :=
  ![![1/2, 1/2, 1/2, 1/2],
    ![1/2, 1/2, -1/2, -1/2],
    ![fineNorm, -fineNorm, 0, 0],
    ![0, 0, fineNorm, -fineNorm]]

/-- The Haar coefficient of the density `ρ` along basis vector `k`. -/
def coeff (ρ : Fin 4 → ℝ) (k : Fin 4) : ℝ := haar k ⬝ᵥ ρ

/-- The compressed density: the Haar expansion of `ρ` restricted to the indices in `S`. -/
def keep (S : Finset (Fin 4)) (ρ : Fin 4 → ℝ) : Fin 4 → ℝ :=
  fun i => ∑ k ∈ S, coeff ρ k * haar k i

/-- The square of the fine normalisation factor is one half. -/
theorem fineNorm_sq : fineNorm * fineNorm = 1 / 2 := by
  rw [fineNorm, div_mul_div_comm, Real.mul_self_sqrt (by norm_num)]
  norm_num

/-- The Haar coefficients are scaled sums and differences of the cell charges. -/
theorem coeff_eq (ρ : Fin 4 → ℝ) :
    coeff ρ 0 = (ρ 0 + ρ 1 + ρ 2 + ρ 3) / 2 ∧
    coeff ρ 1 = (ρ 0 + ρ 1 - ρ 2 - ρ 3) / 2 ∧
    coeff ρ 2 = fineNorm * (ρ 0 - ρ 1) ∧
    coeff ρ 3 = fineNorm * (ρ 2 - ρ 3) := by
  refine ⟨?_, ?_, ?_, ?_⟩ <;>
    simp [coeff, haar, dotProduct, Fin.sum_univ_four] <;> ring

/-- If the constant vector is kept, the compressed density is the mean charge plus the
selected coarse and fine charge differences. -/
theorem keep_apply (S : Finset (Fin 4)) (h0 : 0 ∈ S) (ρ : Fin 4 → ℝ) :
    keep S ρ = ((ρ 0 + ρ 1 + ρ 2 + ρ 3) / 4) • ![1, 1, 1, 1]
      + (if 1 ∈ S then (ρ 0 + ρ 1 - ρ 2 - ρ 3) / 4 else 0) • ![1, 1, -1, -1]
      + (if 2 ∈ S then (ρ 0 - ρ 1) / 2 else 0) • ![1, -1, 0, 0]
      + (if 3 ∈ S then (ρ 2 - ρ 3) / 2 else 0) • ![0, 0, 1, -1] := by
  obtain ⟨c0, c1, c2, c3⟩ := coeff_eq ρ
  -- the square roots cancel between coefficient and wavelet
  have e2 : fineNorm * (ρ 0 - ρ 1) * fineNorm = (ρ 0 - ρ 1) / 2 := by
    linear_combination (ρ 0 - ρ 1) * fineNorm_sq
  have e3 : fineNorm * (ρ 2 - ρ 3) * fineNorm = (ρ 2 - ρ 3) / 2 := by
    linear_combination (ρ 2 - ρ 3) * fineNorm_sq
  ext i
  have e : keep S ρ i = ∑ k, if k ∈ S then coeff ρ k * haar k i else 0 := by
    simp [keep, Finset.sum_ite_mem]
  rw [e, Fin.sum_univ_four, if_pos h0, c0, c1, c2, c3]
  by_cases h1 : 1 ∈ S <;> by_cases h2 : 2 ∈ S <;> by_cases h3 : 3 ∈ S <;>
    fin_cases i <;> simp [haar, h1, h2, h3] <;> linarith

/-- A selection that keeps the constant vector maps all nonnegative densities to nonnegative
ones exactly when keeping any finest wavelet entails keeping the coarse wavelet. -/
theorem nonneg_preserved_iff (S : Finset (Fin 4)) (h0 : 0 ∈ S) :
    (∀ ρ : Fin 4 → ℝ, (∀ i, 0 ≤ ρ i) → ∀ i, 0 ≤ keep S ρ i) ↔
      (2 ∈ S ∨ 3 ∈ S → 1 ∈ S) := by
  constructor
  · intro H h
    by_contra h1
    -- a unit charge next to an empty cell makes that cell negative
    rcases h with h2 | h3
    · have h := H ![1, 0, 0, 0] (by intro i; fin_cases i <;> simp) 1
      rw [keep_apply S h0] at h
      norm_num [h1, h2] at h
    · have h := H ![0, 0, 1, 0] (by intro i; fin_cases i <;> simp) 3
      rw [keep_apply S h0] at h
      norm_num [h1, h3] at h
  · intro h ρ hρ i
    have a0 := hρ 0
    have a1 := hρ 1
    have a2 := hρ 2
    have a3 := hρ 3
    rw [keep_apply S h0]
    by_cases h1 : 1 ∈ S
    · by_cases h2 : 2 ∈ S <;> by_cases h3 : 3 ∈ S <;>
        fin_cases i <;> simp [h1, h2, h3] <;> linarith
    · -- without the coarse wavelet only the mean is left
      have h2 : 2 ∉ S := fun h2 => h1 (h (Or.inl h2))
      have h3 : 3 ∉ S := fun h3 => h1 (h (Or.inr h3))
      fin_cases i <;> simp [h1, h2, h3] <;> linarith

end

end NonnegPreservedIff
```

Messages:

```
Main.lean:71:4: error: unsolved goals
case mp.inl
S : Finset (Fin 4)
h0 : 0 ∈ S
H : ∀ (ρ : Fin 4 → ℝ), (∀ (i : Fin 4), 0 ≤ ρ i) → ∀ (i : Fin 4), 0 ≤ keep S ρ i
h1 : 1 ∉ S
h2 : 2 ∈ S
h :
  0 ≤
    (1 + ![1, 0, 0, 0] 2 + ![1, 0, 0, 0] 3) / 4 + -(1 / 2) +
      (if 3 ∈ S then ![0, 0, (![1, 0, 0, 0] 2 - ![1, 0, 0, 0] 3) / 2, -((![1, 0, 0, 0] 2 - ![1, 0, 0, 0] 3) / 2)]
        else 0)
        1
⊢ False
Main.lean:74:4: error: unsolved goals
case mp.inr
S : Finset (Fin 4)
h0 : 0 ∈ S
H : ∀ (ρ : Fin 4 → ℝ), (∀ (i : Fin 4), 0 ≤ ρ i) → ∀ (i : Fin 4), 0 ≤ keep S ρ i
h1 : 1 ∉ S
h3 : 3 ∈ S
h :
  0 ≤
    ![(![0, 0, 1, 0] 2 + ![0, 0, 1, 0] 3) / 4, (![0, 0, 1, 0] 2 + ![0, 0, 1, 0] 3) / 4,
          (![0, 0, 1, 0] 2 + ![0, 0, 1, 0] 3) / 4, (![0, 0, 1, 0] 2 + ![0, 0, 1, 0] 3) / 4]
        3 +
      ![0, 0, (![0, 0, 1, 0] 2 - ![0, 0, 1, 0] 3) / 2, -((![0, 0, 1, 0] 2 - ![0, 0, 1, 0] 3) / 2)] 3
⊢ False
```

What went wrong. Both errors are in the forward direction. `norm_num` simplified `h` but did not reduce it to a contradiction, so the goal `False` remained. In both cases it left vector entries at indices 2 and 3 unevaluated, such as `![1, 0, 0, 0] 2`. Mathlib evaluates such entries with a simproc, `Matrix.cons_val`, which `simp` runs by default but `norm_num` here does not. Entries at indices 0 and 1 also have ordinary simp lemmas, which `norm_num` does use. In the first case there was also an undecided `if 3 ∈ S` between two vectors, which blocked evaluation at cell 1 although both branches are zero there.

The repair first proves, as `e`, that the compressed density in the tested cell is `-1 / 4`. There `simp` evaluates the vector entries, and `norm_num` is left to finish any remaining arithmetic. Splitting on `3 ∈ S` settles the conditional in the first case. The second case splits on `2 ∈ S` in the same way, though its message shows no conditional left open. `linarith` then closes each goal, since `h` says that the same value is nonnegative.

The comment changes do not affect the proof, but they state conditions that the old comments left out. A unit charge makes the empty cell of its pair negative only if the fine wavelet is kept without the coarse one. Dropping the coarse wavelet leaves only the mean because `h` then excludes both fine ones.

The mended proof, as a diff:

```diff
@@ -67,12 +67,17 @@
   · intro H h
     by_contra h1
-    -- a unit charge next to an empty cell makes that cell negative
+    -- without the coarse wavelet, a kept fine wavelet makes the empty cell beside a unit charge
+    -- in its pair negative
     rcases h with h2 | h3
     · have h := H ![1, 0, 0, 0] (by intro i; fin_cases i <;> simp) 1
-      rw [keep_apply S h0] at h
-      norm_num [h1, h2] at h
+      have e : keep S ![1, 0, 0, 0] 1 = -1 / 4 := by
+        rw [keep_apply S h0]
+        by_cases h3 : 3 ∈ S <;> simp [h1, h2, h3] <;> norm_num
+      linarith
     · have h := H ![0, 0, 1, 0] (by intro i; fin_cases i <;> simp) 3
-      rw [keep_apply S h0] at h
-      norm_num [h1, h3] at h
+      have e : keep S ![0, 0, 1, 0] 3 = -1 / 4 := by
+        rw [keep_apply S h0]
+        by_cases h2 : 2 ∈ S <;> simp [h1, h2, h3] <;> norm_num
+      linarith
   · intro h ρ hρ i
     have a0 := hρ 0
@@ -84,5 +89,5 @@
     · by_cases h2 : 2 ∈ S <;> by_cases h3 : 3 ∈ S <;>
         fin_cases i <;> simp [h1, h2, h3] <;> linarith
-    · -- without the coarse wavelet only the mean is left
+    · -- by the condition `h`, if the coarse wavelet is absent then only the mean is left
       have h2 : 2 ∉ S := fun h2 => h1 (h (Or.inl h2))
       have h3 : 3 ∉ S := fun h3 => h1 (h (Or.inr h3))
```
